# The maximum of a single-harmonic current-phase relation A sin φ + B cos φ is √(A² + B²)

A current-phase relation with a single harmonic gives the current as A sin φ + B cos φ, where φ is a real phase and A and B are arbitrary real coefficients. The lemma says that the largest value of this current over all phases is √(A² + B²), and that this value is attained. For attainment, the proof writes A and B in polar form, as the real and imaginary parts of a complex number with argument θ, and takes the phase π/2 − θ. For the upper bound, it writes the square of the current as A² + B² minus the square of A cos φ − B sin φ.

This version doesn't compile in Lean 4 with Mathlib:

```lean
import Mathlib

open Real MeasureTheory

namespace IsGreatestHarmonic

noncomputable section

/-- The largest value of a current-phase relation `A sin φ + B cos φ` is `√(A² + B²)`. -/
theorem isGreatest_harmonic (A B : ℝ) :
    IsGreatest (Set.range fun φ : ℝ => sin φ * A + cos φ * B) (√(A ^ 2 + B ^ 2)) := by
  constructor
  · -- the maximum is attained at the phase complementary to the polar angle of (A, B)
    obtain ⟨r, θ, hr, hA, hB⟩ : ∃ r θ : ℝ, 0 ≤ r ∧ A = r * cos θ ∧ B = r * sin θ :=
      ⟨‖(⟨A, B⟩ : ℂ)‖, Complex.arg ⟨A, B⟩, norm_nonneg _,
        (Complex.norm_mul_cos_arg _).symm, (Complex.norm_mul_sin_arg _).symm⟩
    have h : A ^ 2 + B ^ 2 = r ^ 2 := by
      rw [hA, hB]
      linear_combination r ^ 2 * sin_sq_add_cos_sq θ
    refine ⟨π / 2 - θ, ?_⟩
    show sin (π / 2 - θ) * A + cos (π / 2 - θ) * B = √(A ^ 2 + B ^ 2)
    rw [h, Real.sqrt_sq hr, sin_pi_div_two_sub, cos_pi_div_two_sub, hA, hB]
    linear_combination r * sin_sq_add_cos_sq θ
  · rintro _ ⟨φ, rfl⟩
    have h : (sin φ * A + cos φ * B) ^ 2
        = A ^ 2 + B ^ 2 - (A * cos φ - B * sin φ) ^ 2 := by
      linear_combination (A ^ 2 + B ^ 2) * sin_sq_add_cos_sq φ
    exact (le_abs_self _).trans
      (Real.abs_le_sqrt (by linarith [sq_nonneg (A * cos φ - B * sin φ)]))

end

end IsGreatestHarmonic
```

Lean reports:

```
Main.lean:16:43: error: Application type mismatch: The argument
  Eq.symm (Complex.norm_mul_sin_arg ?m.83)
has type
  Complex.im ?m.83 = ‖?m.83‖ * sin (Complex.arg ?m.83)
but is expected to have type
  B = ‖{ re := A, im := B }‖ * sin { re := A, im := B }.arg
in the application
  ⟨?m.82, Eq.symm (Complex.norm_mul_sin_arg ?m.83)⟩
```

As a diff, the version that Lean accepts:

```diff
@@ -14,5 +14,5 @@
     obtain ⟨r, θ, hr, hA, hB⟩ : ∃ r θ : ℝ, 0 ≤ r ∧ A = r * cos θ ∧ B = r * sin θ :=
       ⟨‖(⟨A, B⟩ : ℂ)‖, Complex.arg ⟨A, B⟩, norm_nonneg _,
-        (Complex.norm_mul_cos_arg _).symm, (Complex.norm_mul_sin_arg _).symm⟩
+        (Complex.norm_mul_cos_arg ⟨A, B⟩).symm, (Complex.norm_mul_sin_arg ⟨A, B⟩).symm⟩
     have h : A ^ 2 + B ^ 2 = r ^ 2 := by
       rw [hA, hB]
```

Cause. The error is in the polar form of `B`. `Complex.norm_mul_sin_arg _`, reversed by `.symm`, says that the imaginary part of some complex number equals its norm times the sine of its argument. The `_` leaves Lean to find that number by matching this equation with the goal, whose left side is just `B`. Lean would have to solve `Complex.im ?m.83 = B` for `?m.83`, but an imaginary part does not determine a complex number, and Lean reports a type mismatch with `?m.83` still unknown.

The repair names the number, `⟨A, B⟩`. Its imaginary part is `B` by definition, so the two equations agree. The diff makes the same change to `Complex.norm_mul_cos_arg`, where the `_` would likewise have to be found from a real part, `A`. The message reports no separate error there.
